# Low-energy bounds on forward Delbrück scattering from a non-negative pair spectrum

## How far can I trust $Mx^2$ below the pair threshold?

Let $x$ be the energy of a photon scattered elastically, in the forward direction, by the Coulomb field of a heavy nucleus. Let $m$ be the electron mass and $\sigma(w)\ge 0$ the cross section for a photon of energy $w$ to create an electron–positron pair in that field, with $\hbar=c=1$. In the model used here, which keeps only the creation of free pairs, the amplitude below threshold is, up to a constant factor,

$$D(x)=x^2\int_{2m}^\infty\frac{\sigma(w)}{w^2-x^2}\,dw,\qquad M=\int_{2m}^\infty\frac{\sigma(w)}{w^2}\,dw .$$

At low energy I replace $D(x)$ by $Mx^2$. But the denominator gets small near $w=2m$ as $x$ rises, and I don't want to rely on the detailed shape of $\sigma$ there. Can the error be bounded from $M$ alone? And if I keep more terms of the series, what do I know about the rest?

## The error is one-sided and bounded in terms of $M$ and $x^2/(4m^2)$

Yes. If $\sigma\ge0$ and $M$ is finite, then for $0<|x|<2m$

$$M\le \frac{D(x)}{x^2}\le\frac{M}{1-x^2/(4m^2)} .$$

So $Mx^2$ never overestimates $D(x)$, and $D(x)/x^2\to M$ as $x\to0$. The same pattern holds after any finite number of terms: the remainder lies between the first omitted term and that term divided by $1-x^2/(4m^2)$.

### Bounding the kernel, then integrating

Write $r=x^2/(4m^2)$, so $0\le r<1$. For $w\ge 2m>|x|$ the denominator $w^2-x^2$ is positive and at most $w^2$. Also $x^2/w^2\le r$, so

$$w^2-x^2=w^2\left(1-\frac{x^2}{w^2}\right)\ge w^2(1-r).$$

Taking reciprocals gives

$$\frac1{w^2}\le\frac1{w^2-x^2}\le\frac1{w^2}\,\frac1{1-r}.$$

Multiply by $\sigma(w)\ge0$ and integrate. The upper bound makes the dispersion integral converge, and the result is $Mx^2\le D(x)\le Mx^2/(1-r)$. Division by $x^2$ gives the stated inequality. As $x\to0$, $r\to0$ and both bounds tend to $M$.

For the higher terms, start from

$$\frac1{w^2-x^2}=\frac1{w^2}+\frac{x^2}{w^2(w^2-x^2)} .$$

Multiplying by $x^2\sigma(w)$ and integrating gives $D[\sigma]=x^2M[\sigma]+x^2D[\sigma/w^2]$, where the brackets show which spectrum is used. Apply this again to $\sigma/w^2$, and so on. With $c_k=\int_{2m}^\infty\sigma(w)/w^{2k+2}\,dw$, so that $c_0=M$, $n$ applications give

$$D(x)=\sum_{k=0}^{n-1}c_kx^{2k+2}+x^{2n}D[\sigma/w^{2n}](x).$$

Each $c_k$ is finite because $w^{-2k}\le(2m)^{-2k}$ on the integration range. The spectrum $\sigma/w^{2n}$ is again non-negative, and its static integral is $c_n$. The first bounds therefore apply to it, and the remainder lies between $c_nx^{2n+2}$ and $c_nx^{2n+2}/(1-r)$.

### What the Lean statements say about the photon and the spectrum

`staticCoeff m σ` is $M$, which is neither a mass nor a matrix element, and `delbruck m σ x` is $D(x)$. The variables `x` and `w` are photon energies, often written $\omega$ and $\omega'$. With the normalisation in which the differential cross section is $|f|^2$, the amplitude is $f=D/(2\pi^2)$.

The hypotheses have these meanings:

- `hm` is $m>0$. The range `Set.Ici (2 * m)` starts at the rest energy of a pair, with the nucleus taking up momentum but no energy.
- `hσ` is $\sigma\ge0$ above threshold, as for any cross section.
- `hM` says that $\sigma(w)/w^2$ is integrable, which includes the measurability required. A cross section that grows logarithmically at high energy meets this condition. Lean gives a divergent integral the value 0, so `hM` is also what makes `staticCoeff` the intended number.
- `hx` is $|x|<2m$. Negative $x$ is allowed and adds nothing, since $D$ is even.

`delbruck_bounds` is the two-sided inequality, with `hx0` excluding $x=0$. `delbruck_low_energy_limit` is the limit, taken through nonzero $x$. `low_energy_expansion` is the finite series with exact remainder, and it needs no sign condition on $\sigma$. In `truncation_error_bounds`, `c n` is $c_n$ and `error` is $D(x)$ minus the first $n$ terms. For $n=0$ the sum is empty and the bounds on $D(x)$ itself return.

The step from this model to the scattering process is the dispersion relation: that the physical forward amplitude equals $D(x)/(2\pi^2)$. That rests on analyticity, crossing symmetry, the optical theorem, and an amplitude that vanishes at zero energy and grows more slowly than $x^2$ at high energy. It also rests on keeping only free pairs in the total cross section. This neglects elastic scattering and photon splitting, which are of higher order in the fine-structure constant, and pair creation with the electron captured into a bound state of the nucleus, which sets in below $2m$. Here the relation enters as the definition of `delbruck`. Energies at or above threshold, where the amplitude acquires an imaginary part, and nonzero scattering angles are left out.

```lean
import Mathlib

open MeasureTheory Filter Topology

namespace ForwardDelbruck

noncomputable section

/-- The static coefficient `M = ∫ σ(w)/w² dw` over photon energies `w ≥ 2m`, for `m > 0`. -/
def staticCoeff (m : ℝ) (σ : ℝ → ℝ) : ℝ :=
  ∫ w in Set.Ici (2 * m), σ w / w ^ 2

/-- The forward amplitude `D(x) = x² ∫ σ(w)/(w² - x²) dw` over `w ≥ 2m`, for photon energies
below the pair threshold, `|x| < 2m`. -/
def delbruck (m : ℝ) (σ : ℝ → ℝ) (x : ℝ) : ℝ :=
  x ^ 2 * ∫ w in Set.Ici (2 * m), σ w / (w ^ 2 - x ^ 2)

/-- For `|x| < 2m ≤ w` the dispersion denominator `w² - x²` is positive. -/
theorem denominator_pos {m x w : ℝ} (hx : |x| < 2 * m) (hw : 2 * m ≤ w) :
    0 < w ^ 2 - x ^ 2 := by
  obtain ⟨h1, h2⟩ := abs_lt.mp hx
  have h : 0 < (w - x) * (w + x) := mul_pos (by linarith) (by linarith)
  linarith [show (w - x) * (w + x) = w ^ 2 - x ^ 2 by ring]

/-- For `m > 0`, `|x| < 2m ≤ w` and a spectral weight `s ≥ 0`, the dispersion integrand lies
between the static one and the static one divided by `1 - x²/(4m²)`. -/
theorem kernel_bounds {m x w s : ℝ} (hm : 0 < m) (hx : |x| < 2 * m) (hw : 2 * m ≤ w)
    (hs : 0 ≤ s) :
    s / w ^ 2 ≤ s / (w ^ 2 - x ^ 2) ∧
      s / (w ^ 2 - x ^ 2) ≤ s / w ^ 2 / (1 - x ^ 2 / (4 * m ^ 2)) := by
  have hd := denominator_pos hx hw
  have hx2 : x ^ 2 < 4 * m ^ 2 := by
    linarith [denominator_pos hx le_rfl, show (2 * m) ^ 2 = 4 * m ^ 2 by ring]
  have hw2 : 4 * m ^ 2 ≤ w ^ 2 := by nlinarith
  have hm2 : 0 < 4 * m ^ 2 := by positivity
  have hr : 0 < 1 - x ^ 2 / (4 * m ^ 2) := sub_pos.2 ((div_lt_one hm2).2 hx2)
  refine ⟨div_le_div_of_nonneg_left hs hd (by linarith [sq_nonneg x]), ?_⟩
  rw [div_div]
  refine div_le_div_of_nonneg_left hs (mul_pos (by linarith) hr) ?_
  -- the worst case is the threshold energy `w = 2m`
  have h1 : 4 * m ^ 2 * (x ^ 2 / (4 * m ^ 2)) = x ^ 2 := mul_div_cancel₀ _ hm2.ne'
  have h2 : 4 * m ^ 2 * (x ^ 2 / (4 * m ^ 2)) ≤ w ^ 2 * (x ^ 2 / (4 * m ^ 2)) :=
    mul_le_mul_of_nonneg_right hw2 (by positivity)
  rw [mul_sub, mul_one]
  linarith

/-- If `m > 0` and the static integral converges absolutely, so does the dispersion integral
at every energy `|x| < 2m`. -/
theorem dispersion_integrable {m x : ℝ} {σ : ℝ → ℝ} (hm : 0 < m)
    (hM : IntegrableOn (fun w => σ w / w ^ 2) (Set.Ici (2 * m))) (hx : |x| < 2 * m) :
    IntegrableOn (fun w => σ w / (w ^ 2 - x ^ 2)) (Set.Ici (2 * m)) := by
  have hk : Measurable (fun w : ℝ => w ^ 2 / (w ^ 2 - x ^ 2)) := by fun_prop
  have hmeas : AEStronglyMeasurable (fun w => σ w / (w ^ 2 - x ^ 2))
      (volume.restrict (Set.Ici (2 * m))) := by
    refine (hM.aestronglyMeasurable.mul hk.aestronglyMeasurable).congr ?_
    filter_upwards [ae_restrict_mem measurableSet_Ici] with w hw
    have hw' : 2 * m ≤ w := hw
    have hw0 : w ≠ 0 := by linarith
    have hd := (denominator_pos hx hw').ne'
    simp only [Pi.mul_apply]
    field_simp
  -- dominate by the static integrand
  refine Integrable.mono' (hM.norm.div_const (1 - x ^ 2 / (4 * m ^ 2))) hmeas ?_
  filter_upwards [ae_restrict_mem measurableSet_Ici] with w hw
  have e1 : ‖σ w / (w ^ 2 - x ^ 2)‖ = |σ w| / (w ^ 2 - x ^ 2) := by
    rw [Real.norm_eq_abs, abs_div, abs_of_pos (denominator_pos hx hw)]
  have e2 : ‖σ w / w ^ 2‖ = |σ w| / w ^ 2 := by
    rw [Real.norm_eq_abs, abs_div, abs_of_nonneg (sq_nonneg w)]
  rw [e1, e2]
  exact (kernel_bounds hm hx hw (abs_nonneg _)).2

/-- For `m > 0`, `σ ≥ 0` with convergent `M`, and `|x| < 2m`, the amplitude lies between
`M x²` and `M x²/(1 - x²/(4m²))`. -/
theorem amplitude_bounds {m x : ℝ} {σ : ℝ → ℝ} (hm : 0 < m)
    (hσ : ∀ w, 2 * m ≤ w → 0 ≤ σ w)
    (hM : IntegrableOn (fun w => σ w / w ^ 2) (Set.Ici (2 * m))) (hx : |x| < 2 * m) :
    x ^ 2 * staticCoeff m σ ≤ delbruck m σ x ∧
      delbruck m σ x ≤ x ^ 2 * (staticCoeff m σ / (1 - x ^ 2 / (4 * m ^ 2))) := by
  have hI := dispersion_integrable hm hM hx
  constructor
  · exact mul_le_mul_of_nonneg_left (setIntegral_mono_on hM hI measurableSet_Ici
      fun w hw => (kernel_bounds hm hx hw (hσ w hw)).1) (sq_nonneg x)
  · refine mul_le_mul_of_nonneg_left ?_ (sq_nonneg x)
    rw [staticCoeff, ← integral_div]
    exact setIntegral_mono_on hI (hM.div_const _) measurableSet_Ici
      fun w hw => (kernel_bounds hm hx hw (hσ w hw)).2

/-- For `m > 0`, `σ ≥ 0` with convergent `M`, and `0 < |x| < 2m`, one has
`M ≤ D(x)/x² ≤ M/(1 - x²/(4m²))`. -/
theorem delbruck_bounds {m x : ℝ} {σ : ℝ → ℝ} (hm : 0 < m)
    (hσ : ∀ w, 2 * m ≤ w → 0 ≤ σ w)
    (hM : IntegrableOn (fun w => σ w / w ^ 2) (Set.Ici (2 * m)))
    (hx0 : x ≠ 0) (hx : |x| < 2 * m) :
    staticCoeff m σ ≤ delbruck m σ x / x ^ 2 ∧
      delbruck m σ x / x ^ 2 ≤ staticCoeff m σ / (1 - x ^ 2 / (4 * m ^ 2)) := by
  have h := amplitude_bounds hm hσ hM hx
  have hx2 : 0 < x ^ 2 := by positivity
  rw [le_div_iff₀ hx2, div_le_iff₀ hx2, mul_comm _ (x ^ 2), mul_comm (_ / _) (x ^ 2)]
  exact h

/-- For `m > 0` and `σ ≥ 0` with convergent `M`, the ratio `D(x)/x²` tends to `M` as the
photon energy `x` tends to zero. -/
theorem delbruck_low_energy_limit {m : ℝ} {σ : ℝ → ℝ} (hm : 0 < m)
    (hσ : ∀ w, 2 * m ≤ w → 0 ≤ σ w)
    (hM : IntegrableOn (fun w => σ w / w ^ 2) (Set.Ici (2 * m))) :
    Tendsto (fun x => delbruck m σ x / x ^ 2) (𝓝[≠] 0) (𝓝 (staticCoeff m σ)) := by
  have hc : ContinuousAt (fun x : ℝ => staticCoeff m σ / (1 - x ^ 2 / (4 * m ^ 2))) 0 :=
    ContinuousAt.div continuousAt_const (by fun_prop) (by simp)
  have hup : Tendsto (fun x : ℝ => staticCoeff m σ / (1 - x ^ 2 / (4 * m ^ 2)))
      (𝓝[≠] 0) (𝓝 (staticCoeff m σ)) := by
    simpa using hc.tendsto.mono_left nhdsWithin_le_nhds
  have hev : ∀ᶠ x in 𝓝[≠] (0 : ℝ), x ≠ 0 ∧ |x| < 2 * m := by
    filter_upwards [self_mem_nhdsWithin, nhdsWithin_le_nhds
      (Metric.ball_mem_nhds (0 : ℝ) (show 0 < 2 * m by positivity))] with x hx hb
    exact ⟨hx, by simpa [Real.dist_eq] using hb⟩
  -- squeeze between the two bounds
  exact tendsto_of_tendsto_of_tendsto_of_le_of_le' tendsto_const_nhds hup
    (hev.mono fun x h => (delbruck_bounds hm hσ hM h.1 h.2).1)
    (hev.mono fun x h => (delbruck_bounds hm hσ hM h.1 h.2).2)

/-- Subtracted dispersion relation: for `m > 0`, convergent `M` and `|x| < 2m`, the amplitude
is `M x²` plus `x²` times the amplitude of the softened spectrum `σ(w)/w²`. -/
theorem subtracted_dispersion {m x : ℝ} {σ : ℝ → ℝ} (hm : 0 < m)
    (hM : IntegrableOn (fun w => σ w / w ^ 2) (Set.Ici (2 * m))) (hx : |x| < 2 * m) :
    delbruck m σ x =
      x ^ 2 * staticCoeff m σ + x ^ 2 * delbruck m (fun w => σ w / w ^ 2) x := by
  have h : (∫ w in Set.Ici (2 * m), σ w / (w ^ 2 - x ^ 2)) -
      (∫ w in Set.Ici (2 * m), σ w / w ^ 2) =
      x ^ 2 * ∫ w in Set.Ici (2 * m), σ w / w ^ 2 / (w ^ 2 - x ^ 2) := by
    rw [← integral_sub (dispersion_integrable hm hM hx) hM, ← integral_const_mul]
    refine setIntegral_congr_fun measurableSet_Ici fun w hw => ?_
    have hw' : 2 * m ≤ w := hw
    have hw2 : w ^ 2 ≠ 0 := pow_ne_zero 2 (by linarith)
    have hd := (denominator_pos hx hw').ne'
    show σ w / (w ^ 2 - x ^ 2) - σ w / w ^ 2 = x ^ 2 * (σ w / w ^ 2 / (w ^ 2 - x ^ 2))
    rw [div_sub_div _ _ hd hw2, div_div, ← mul_div_assoc,
      div_eq_div_iff (mul_ne_zero hd hw2) (mul_ne_zero hw2 hd)]
    ring
  simp only [delbruck, staticCoeff]
  linear_combination x ^ 2 * h

/-- If `m > 0` and the static integral converges absolutely for `σ(w)`, it does so for every
softened spectrum `σ(w)/w^(2n)`. -/
theorem softened_integrable {m : ℝ} {σ : ℝ → ℝ} (hm : 0 < m)
    (hM : IntegrableOn (fun w => σ w / w ^ 2) (Set.Ici (2 * m))) (n : ℕ) :
    IntegrableOn (fun w => σ w / w ^ (2 * n) / w ^ 2) (Set.Ici (2 * m)) := by
  have e : (fun w => σ w / w ^ (2 * n) / w ^ 2) =
      fun w => σ w / w ^ 2 * (w ^ (2 * n))⁻¹ := by
    funext w
    ring
  have hk : Measurable (fun w : ℝ => (w ^ (2 * n))⁻¹) := by fun_prop
  rw [e]
  refine Integrable.mono' (hM.norm.mul_const ((2 * m) ^ (2 * n))⁻¹)
    (hM.aestronglyMeasurable.mul hk.aestronglyMeasurable) ?_
  filter_upwards [ae_restrict_mem measurableSet_Ici] with w hw
  have hw' : 2 * m ≤ w := hw
  have hw0 : 0 < w := by linarith
  have hinv : (w ^ (2 * n))⁻¹ ≤ ((2 * m) ^ (2 * n))⁻¹ := by gcongr
  rw [norm_mul, Real.norm_of_nonneg (inv_nonneg.2 (pow_nonneg hw0.le (2 * n)))]
  exact mul_le_mul_of_nonneg_left hinv (norm_nonneg _)

/-- Low-energy expansion with exact remainder: for `m > 0`, convergent `M` and `|x| < 2m`,
`D(x)` is a sum of `n` even powers of `x`, whose coefficients are static integrals of softened
spectra, plus `x^(2n)` times the amplitude of `σ(w)/w^(2n)`. -/
theorem low_energy_expansion {m x : ℝ} {σ : ℝ → ℝ} (hm : 0 < m)
    (hM : IntegrableOn (fun w => σ w / w ^ 2) (Set.Ici (2 * m))) (hx : |x| < 2 * m) (n : ℕ) :
    delbruck m σ x =
      ∑ k ∈ Finset.range n, staticCoeff m (fun w => σ w / w ^ (2 * k)) * x ^ (2 * k + 2) +
        x ^ (2 * n) * delbruck m (fun w => σ w / w ^ (2 * n)) x := by
  induction n with
  | zero => simp
  | succ n ih =>
    have e : (fun w => σ w / w ^ (2 * n) / w ^ 2) = fun w => σ w / w ^ (2 * (n + 1)) := by
      funext w
      rw [div_div, ← pow_add, mul_add, mul_one]
    -- subtract once more in the remainder
    have h : delbruck m (fun w => σ w / w ^ (2 * n)) x =
        x ^ 2 * staticCoeff m (fun w => σ w / w ^ (2 * n)) +
          x ^ 2 * delbruck m (fun w => σ w / w ^ (2 * (n + 1))) x := by
      rw [← e]
      exact subtracted_dispersion hm (softened_integrable hm hM n) hx
    rw [ih, h, Finset.sum_range_succ]
    ring

/-- For `m > 0`, `σ ≥ 0` with convergent `M`, and `|x| < 2m`, the error of the `n`-term
expansion lies between the first omitted term and that term divided by `1 - x²/(4m²)`. -/
theorem truncation_error_bounds {m x : ℝ} {σ : ℝ → ℝ} (hm : 0 < m)
    (hσ : ∀ w, 2 * m ≤ w → 0 ≤ σ w)
    (hM : IntegrableOn (fun w => σ w / w ^ 2) (Set.Ici (2 * m))) (hx : |x| < 2 * m) (n : ℕ) :
    let c := fun k : ℕ => staticCoeff m (fun w => σ w / w ^ (2 * k))
    let error := delbruck m σ x - ∑ k ∈ Finset.range n, c k * x ^ (2 * k + 2)
    c n * x ^ (2 * n + 2) ≤ error ∧
      error ≤ c n * x ^ (2 * n + 2) / (1 - x ^ 2 / (4 * m ^ 2)) := by
  intro c error
  have hr : error = x ^ (2 * n) * delbruck m (fun w => σ w / w ^ (2 * n)) x :=
    sub_eq_of_eq_add' (low_energy_expansion hm hM hx n)
  have b := amplitude_bounds (σ := fun w => σ w / w ^ (2 * n)) hm
    (fun w hw => div_nonneg (hσ w hw) ((even_two_mul n).pow_nonneg w))
    (softened_integrable hm hM n) hx
  have p : 0 ≤ x ^ (2 * n) := (even_two_mul n).pow_nonneg x
  rw [hr]
  constructor
  · calc c n * x ^ (2 * n + 2) = x ^ (2 * n) * (x ^ 2 * c n) := by ring
      _ ≤ _ := mul_le_mul_of_nonneg_left b.1 p
  · calc _ ≤ x ^ (2 * n) * (x ^ 2 * (c n / (1 - x ^ 2 / (4 * m ^ 2)))) :=
          mul_le_mul_of_nonneg_left b.2 p
      _ = _ := by ring

end

end ForwardDelbruck
```

```lean
#print axioms ForwardDelbruck.delbruck_low_energy_limit
#print axioms ForwardDelbruck.low_energy_expansion
#print axioms ForwardDelbruck.truncation_error_bounds
```

```
'ForwardDelbruck.delbruck_low_energy_limit' depends on axioms: [propext, Classical.choice, Quot.sound]
'ForwardDelbruck.low_energy_expansion' depends on axioms: [propext, Classical.choice, Quot.sound]
'ForwardDelbruck.truncation_error_bounds' depends on axioms: [propext, Classical.choice, Quot.sound]
```

### From the denominator to the remainder

`denominator_pos` factors $w^2-x^2$ as $(w-x)(w+x)$, with both factors positive. `kernel_bounds` then compares fractions with the same numerator $s\ge0$ through their denominators. Its last lines are the inequality $w^2r\ge x^2$, which is an equality at $w=2m$.

`dispersion_integrable` supplies the convergence. It obtains measurability by multiplying $\sigma/w^2$ by $w^2/(w^2-x^2)$, then uses `Integrable.mono'` to dominate the integrand. Because it applies `kernel_bounds` to $|\sigma(w)|$, it holds for spectra of either sign.

In `amplitude_bounds`, `setIntegral_mono_on` integrates the two kernel inequalities, and multiplication by $x^2\ge0$ gives the bounds on $D$. `delbruck_bounds` divides by $x^2$. The limit follows by squeezing $D(x)/x^2$ between the constant $M$ and the upper bound, which is continuous at $x=0$.

`subtracted_dispersion` subtracts the static integral from the dispersion integral and checks the kernel identity pointwise. `softened_integrable` shows that each $c_n$ converges; "softened" is the file's word for a spectrum divided by $w^{2n}$. `low_energy_expansion` is an induction on $n$ that subtracts once more in the remainder at each step. Finally, `truncation_error_bounds` applies `amplitude_bounds` to $\sigma/w^{2n}$ and multiplies by $x^{2n}\ge0$.

### Numbers at half the electron mass

In a calculation of elastic photon scattering, the Delbrück amplitude is added to the Rayleigh and nuclear Thomson amplitudes. The present bounds concern its forward value below threshold. Given a pair-production cross section, one integrates it against $w^{-2}$, $w^{-4}$ and so on once, and then evaluates a polynomial in $x^2$ at each photon energy.

Take $x=m/2$. Then $r=1/16$, and $D(x)$ lies between $Mx^2$ and $\tfrac{16}{15}Mx^2$, whatever the shape of $\sigma$. If the $x^4$ term is kept as well, the remainder is at most $c_2x^6/(1-r)$. The elementary estimate $c_2\le M/(4m^2)^2$ turns this into at most $r^2/(1-r)=1/240$ of $Mx^2$.

### A spectrum given as a measure

The spectrum could also have been modelled as a positive measure $\mu$ on $[2m,\infty)$, with $\int d\mu(w)/w^2$ finite, in place of a density $\sigma(w)\,dw$. The same kernel inequalities would give the same bounds, and sharp lines would be allowed. A single line at $w=2m$ would turn the upper bound into an equality. Densities concentrated just above $2m$ come arbitrarily close to it, so the factor $1/(1-r)$ cannot be improved without knowing more about $\sigma$ than its sign and $M$. The actual pair cross section vanishes at threshold, fast enough that $D(x)$ stays finite as $x\to2m$ while the upper bound diverges. Close to threshold the bound therefore greatly overstates the error.
